# Spillage of orthonormal states onto a non-orthogonal basis: bounds, unitary invariance, vanishing and monotonicity

## Definitions and conventions

All vectors live in $\mathbb{C}^m$, where $m$ is a finite index set with components labelled $a$. The inner product is $\langle u, v\rangle = \sum_a \overline{u_a}\, v_a$, antilinear in the first slot, so the underlying representation is taken to be orthonormal, as for plane-wave coefficients. Three more finite index sets appear: $n$ labels the states (index $i$), $k$ labels the basis functions (index $b$), and $l$ labels a second family of basis functions. The number of states is $N$, which is `Fintype.card n` in Lean. The conjugate transpose $A^\dagger$ is written `Aᴴ`, and `*ᵥ` applies a matrix to a vector.

```lean
import Mathlib

open Matrix
open scoped ComplexOrder

namespace Spillage

noncomputable section

variable {m n k l : Type*} [Fintype m] [Fintype n] [Fintype k] [Fintype l]
  [DecidableEq k] [DecidableEq l]
```

The basis functions are the columns of an $m \times k$ matrix $X$. They need be neither normalised nor orthogonal, only linearly independent: $Xc = 0$ implies $c = 0$ for every coefficient vector $c \in \mathbb{C}^k$.

```lean
/-- The columns of `X` are linearly independent: `X c = 0` forces `c = 0`. -/
def FullColumnRank (X : Matrix m k ℂ) : Prop := ∀ c : k → ℂ, X *ᵥ c = 0 → c = 0
```

With the overlap matrix $S = X^\dagger X$, the operator built from the basis is
$$P = X S^{-1} X^\dagger .$$
When two bases are compared it is written $P_X$. Mathlib assigns the zero matrix as inverse of a singular matrix, so for linearly dependent columns `proj X` is zero and, unless all columns vanish, does not project onto their span. Each statement about `proj` for a general basis carries the hypothesis `FullColumnRank`, under which `proj X` is the projector onto the span. Some of these statements would survive without it, because the zero matrix is Hermitian and idempotent, but $PX = X$ fails for dependent columns that are not all zero.

```lean
/-- The operator `P = X (X† X)⁻¹ X†` built from the basis functions in the columns of `X`. -/
def proj (X : Matrix m k ℂ) : Matrix m m ℂ := X * (Xᴴ * X)⁻¹ * Xᴴ
```

The states are the columns of an $m \times n$ matrix $\Psi$, with $(\psi_i)_a = \Psi_{ai}$. Orthonormality, $\langle\psi_i,\psi_j\rangle = \delta_{ij}$ for $i, j$ in $n$, is the matrix equation $\Psi^\dagger\Psi = 1$.

```lean
/-- The state `ψᵢ`, the `i`-th column of `Ψ`. -/
def state (Ψ : Matrix m n ℂ) (i : n) : m → ℂ := fun a => Ψ a i
```

For any $m \times m$ matrix $P$ the weight is $w(P,\Psi) = \sum_i \operatorname{Re}\langle\psi_i, P\psi_i\rangle$. The real part makes $w$ a real number for arbitrary $P$; `star` conjugates the components of the left vector.

```lean
/-- The summed expectation value `∑ᵢ Re ⟨ψᵢ, P ψᵢ⟩`. -/
def weight (P : Matrix m m ℂ) (Ψ : Matrix m n ℂ) : ℝ :=
  ∑ i, (star (state Ψ i) ⬝ᵥ P *ᵥ state Ψ i).re
```

The spillage is $s(P,\Psi) = 1 - w(P,\Psi)/N$, with every state counted equally. For $N = 0$ Lean reads $1/N$ as $0$, so that $s = 1$; Steps 5 and 7 allow this case, where they hold trivially, while Steps 4 and 6 and the main theorem assume $N \ge 1$. In electronic-structure work it measures how much of a set of computed one-electron states a localised basis fails to represent, here for one finite set of states with equal weights and the plain inner product of $\mathbb{C}^m$.

```lean
/-- The spillage `1 - (1/n) ∑ᵢ Re ⟨ψᵢ, P ψᵢ⟩` of the `n` states in `Ψ`. -/
def spillage (P : Matrix m m ℂ) (Ψ : Matrix m n ℂ) : ℝ :=
  1 - 1 / (Fintype.card n : ℝ) * weight P Ψ
```

For an $m \times n$ matrix $A$, the sum of the squared norms of its columns is $\|A\|_F^2 = \sum_i \sum_a |A_{ai}|^2$.

```lean
/-- The sum of the squared norms of the columns of `A`. -/
def normSqSum (A : Matrix m n ℂ) : ℝ := ∑ i, ∑ a, Complex.normSq (A a i)
```

## Step 1: $P$ is an orthogonal projector that fixes the basis

Suppose $\det S = 0$. Then $Sv = 0$ for some $v \neq 0$, and
$$\|Xv\|^2 = v^\dagger X^\dagger X v = v^\dagger S v = 0 ,$$
so $Xv = 0$, and full column rank gives $v = 0$, a contradiction. Hence $S$ is invertible and
$$PX = X S^{-1} (X^\dagger X) = X .$$
Since $S^\dagger = S$, also $(S^{-1})^\dagger = S^{-1}$, so $P^\dagger = P$. Finally $P^2 = (PX) S^{-1} X^\dagger = X S^{-1} X^\dagger = P$. In the proof `hG` is the invertibility argument, with `h1` the statement $\|Xv\|^2 = 0$; `h3` is $PX = X$ and is used again in the last `calc` block for idempotence.

```lean
/-- For a full-column-rank basis, `P` is Hermitian, idempotent and fixes every basis function. -/
theorem proj_spec {X : Matrix m k ℂ} (hX : FullColumnRank X) :
    (proj X)ᴴ = proj X ∧ proj X * proj X = proj X ∧ proj X * X = X := by
  -- the overlap matrix `X† X` is invertible, since `v† X† X v = ‖X v‖²`
  have hG : IsUnit (Xᴴ * X).det := by
    rw [isUnit_iff_ne_zero]
    intro hdet
    obtain ⟨v, hv0, hv⟩ := Matrix.exists_mulVec_eq_zero_iff.2 hdet
    have h1 : star (X *ᵥ v) ⬝ᵥ (X *ᵥ v) = 0 := by
      rw [Matrix.star_mulVec, ← Matrix.dotProduct_mulVec, Matrix.mulVec_mulVec, hv,
        dotProduct_zero]
    exact hv0 (hX v (dotProduct_star_self_eq_zero.1 h1))
  have h3 : proj X * X = X := by
    calc proj X * X = X * ((Xᴴ * X)⁻¹ * (Xᴴ * X)) := by simp only [proj, Matrix.mul_assoc]
      _ = X := by rw [nonsing_inv_mul _ hG, Matrix.mul_one]
  refine ⟨?_, ?_, h3⟩
  · simp only [proj, conjTranspose_mul, conjTranspose_nonsing_inv,
      conjTranspose_conjTranspose, Matrix.mul_assoc]
  · calc proj X * proj X = proj X * X * (Xᴴ * X)⁻¹ * Xᴴ := by
          simp only [proj, Matrix.mul_assoc]
      _ = proj X := by rw [h3, proj]
```

## Step 2: the weight is a trace

The diagonal element $(\Psi^\dagger P \Psi)_{ii}$ equals $\langle\psi_i, P\psi_i\rangle$, so
$$w(P,\Psi) = \operatorname{Re}\operatorname{tr}(\Psi^\dagger P \Psi)$$
for every $P$ and $\Psi$. Lean compares the two sums term by term, and the terms agree by definition.

```lean
/-- The summed expectation value is the real part of `tr (Ψ† P Ψ)`. -/
theorem weight_eq_trace (P : Matrix m m ℂ) (Ψ : Matrix m n ℂ) :
    weight P Ψ = (trace (Ψᴴ * (P * Ψ))).re := by
  unfold weight
  rw [Matrix.trace, Complex.re_sum]
  refine Finset.sum_congr rfl fun i _ => ?_
  rfl
```

A program need not form the $m \times m$ matrix $P$. It computes $S$ and the $k \times n$ matrix of projections $B = X^\dagger\Psi$, solves the linear system $S D = B$ for the $k \times n$ coefficient matrix $D$, and evaluates $w = \operatorname{Re}\operatorname{tr}(B^\dagger D)$. Alternatively the basis is orthonormalised symmetrically, $W = X S^{-1/2}$, so that $P = W W^\dagger$ and $w$ is the sum of the squared moduli of the entries of $W^\dagger\Psi$. These computational forms are given as commentary, and the theorems do not mention them.

## Step 3: the weight of a projector is a squared norm

Let $Q$ satisfy $Q^\dagger = Q$ and $Q^2 = Q$. Then
$$\Psi^\dagger Q \Psi = \Psi^\dagger Q^\dagger Q \Psi = (Q\Psi)^\dagger (Q\Psi),$$
and the trace of $A^\dagger A$ is $\sum_i\sum_a \overline{A_{ai}} A_{ai}$. Therefore $w(Q,\Psi) = \|Q\Psi\|_F^2 = \sum_i \|Q\psi_i\|^2 \ge 0$, with no condition on $\Psi$. The matrix identity is `h`; after `generalize Q * Ψ = A` the rest expands the trace into the double sum.

```lean
/-- For a Hermitian idempotent `Q`, the summed expectation value is `∑ᵢ ‖Q ψᵢ‖²`. -/
theorem weight_projector {Q : Matrix m m ℂ} (hH : Qᴴ = Q) (hI : Q * Q = Q)
    (Ψ : Matrix m n ℂ) : weight Q Ψ = normSqSum (Q * Ψ) := by
  have h : Ψᴴ * (Q * Ψ) = (Q * Ψ)ᴴ * (Q * Ψ) := by
    rw [conjTranspose_mul, hH, Matrix.mul_assoc Ψᴴ Q, ← Matrix.mul_assoc Q Q, hI]
  rw [weight_eq_trace, h]
  generalize Q * Ψ = A
  rw [Matrix.trace, Complex.re_sum]
  refine Finset.sum_congr rfl fun i _ => ?_
  rw [diag_apply, Matrix.mul_apply, Complex.re_sum]
  refine Finset.sum_congr rfl fun a _ => ?_
  simp [conjTranspose_apply, Complex.normSq_apply]
```

## Step 4: spillage as the mean squared residual

The complement $1 - P$ is Hermitian, and $(1-P)^2 = (1 - P) - (P - P^2) = 1 - P$. For orthonormal states,
$$w(1-P,\Psi) = \operatorname{Re}\operatorname{tr}(\Psi^\dagger\Psi) - \operatorname{Re}\operatorname{tr}(\Psi^\dagger P\Psi) = N - w(P,\Psi).$$
Step 3 with $Q = 1-P$ identifies the left side, and dividing by $N \ge 1$ gives
$$s(P,\Psi) = \frac{1}{N}\sum_i \|(1-P)\psi_i\|^2 .$$
The hypothesis `Nonempty n` supplies $N \geq 1$, `hH'` and `hI'` are the two projector properties, and `h1` is the trace identity, where `hΨ` enters through $\operatorname{tr} 1 = N$. In the notation of the computation above, the residuals are the columns of $\Psi - XD$.

```lean
/-- For orthonormal states and a full-column-rank basis, the spillage is the mean squared norm
`(1/n) ∑ᵢ ‖(1 - P) ψᵢ‖²` of the residuals. -/
theorem spillage_eq_residual [DecidableEq m] [DecidableEq n] [Nonempty n]
    {X : Matrix m k ℂ} {Ψ : Matrix m n ℂ}
    (hX : FullColumnRank X) (hΨ : Ψᴴ * Ψ = 1) :
    spillage (proj X) Ψ = normSqSum ((1 - proj X) * Ψ) / (Fintype.card n : ℝ) := by
  obtain ⟨hH, hI, -⟩ := proj_spec hX
  have hn : (Fintype.card n : ℝ) ≠ 0 := Nat.cast_ne_zero.2 Fintype.card_ne_zero
  -- `1 - P` is again a projector
  have hH' : (1 - proj X)ᴴ = 1 - proj X := by rw [conjTranspose_sub, conjTranspose_one, hH]
  have hI' : (1 - proj X) * (1 - proj X) = 1 - proj X := by
    rw [sub_mul, one_mul, mul_sub, mul_one, hI, sub_self, sub_zero]
  have h1 : weight (1 - proj X) Ψ = (Fintype.card n : ℝ) - weight (proj X) Ψ := by
    rw [weight_eq_trace (1 - proj X), weight_eq_trace (proj X), Matrix.sub_mul, Matrix.one_mul,
      Matrix.mul_sub, hΨ, trace_sub, trace_one, Complex.sub_re, Complex.natCast_re]
  rw [← weight_projector hH' hI', h1, spillage, sub_div, div_self hn]
  ring
```

## Step 5: invariance under unitary mixing

Let $U$ be an $n \times n$ unitary matrix and replace $\psi_i$ by $\sum_j \psi_j U_{ji}$, that is $\Psi \to \Psi U$. Cyclicity of the trace gives
$$\operatorname{tr}\big(U^\dagger\, \Psi^\dagger P \Psi\, U\big) = \operatorname{tr}\big(\Psi^\dagger P \Psi\, U U^\dagger\big) = \operatorname{tr}(\Psi^\dagger P \Psi).$$
Neither orthonormality nor any property of $P$ is used, and the theorem is stated for arbitrary $P$ and $\Psi$. The rearrangement of the product is `h`, the cyclic move is `trace_mul_comm`, and `hU'` is $UU^\dagger = 1$. In a calculation this means that a set of eigenstates and any unitary recombination of that same set, such as localised orbitals, have the same spillage.

```lean
/-- Mixing the states by a unitary matrix, `Ψ → Ψ U`, leaves the spillage unchanged, for any
operator `P`. -/
theorem spillage_unitary [DecidableEq n] (P : Matrix m m ℂ) (Ψ : Matrix m n ℂ)
    {U : Matrix n n ℂ}
    (hU : U ∈ unitaryGroup n ℂ) : spillage P (Ψ * U) = spillage P Ψ := by
  have hU' : U * Uᴴ = 1 := mem_unitaryGroup_iff.1 hU
  have h : (Ψ * U)ᴴ * (P * (Ψ * U)) = Uᴴ * (Ψᴴ * (P * Ψ) * U) := by
    simp only [conjTranspose_mul, Matrix.mul_assoc]
  unfold spillage
  rw [weight_eq_trace P (Ψ * U), weight_eq_trace P Ψ, h, trace_mul_comm Uᴴ,
    Matrix.mul_assoc _ U, hU', Matrix.mul_one]
```

## Step 6: when the spillage vanishes

By Step 4, $s = 0$ exactly when $\|(1-P)\Psi\|_F^2 = 0$. A sum of non-negative terms vanishes only if each term does, so $s = 0$ gives $(1-P)\Psi = 0$, that is $\Psi = X\,(S^{-1} X^\dagger \Psi)$. Each $\psi_i$ is then $Xc$ with $c$ the $i$-th column of $S^{-1}X^\dagger\Psi$, which is the vector supplied in the `exact` line of the forward direction. Conversely, suppose $\psi_i = X c_i$ for every $i$, and collect the coefficients in the $k \times n$ matrix $M$ with $M_{bi} = (c_i)_b$. Then $\Psi = XM$ and $(1-P)\Psi = (X - PX) M = 0$ by Step 1. In Lean `choose` picks the vectors $c_i$ and `hC` is $\Psi = XM$.

```lean
/-- For orthonormal states and a full-column-rank basis, the spillage vanishes exactly when
every state is a linear combination of the basis functions. -/
theorem spillage_eq_zero_iff [DecidableEq n] [Nonempty n] {X : Matrix m k ℂ} {Ψ : Matrix m n ℂ}
    (hX : FullColumnRank X) (hΨ : Ψᴴ * Ψ = 1) :
    spillage (proj X) Ψ = 0 ↔ ∀ i, ∃ c : k → ℂ, state Ψ i = X *ᵥ c := by
  have hn : (Fintype.card n : ℝ) ≠ 0 := Nat.cast_ne_zero.2 Fintype.card_ne_zero
  classical
  rw [spillage_eq_residual hX hΨ, div_eq_zero_iff, or_iff_left hn]
  constructor
  · intro h i
    -- all residuals vanish, so `Ψ = P Ψ`
    have h0 : (1 - proj X) * Ψ = 0 := by
      ext a j
      have h1 := (Finset.sum_eq_zero_iff_of_nonneg fun j _ =>
        Finset.sum_nonneg fun a _ => Complex.normSq_nonneg _).1 h j (Finset.mem_univ j)
      have h2 := (Finset.sum_eq_zero_iff_of_nonneg fun a _ =>
        Complex.normSq_nonneg _).1 h1 a (Finset.mem_univ a)
      exact Complex.normSq_eq_zero.1 h2
    rw [Matrix.sub_mul, Matrix.one_mul, sub_eq_zero, proj, Matrix.mul_assoc,
      Matrix.mul_assoc] at h0
    exact ⟨state ((Xᴴ * X)⁻¹ * (Xᴴ * Ψ)) i, funext fun a => congrFun (congrFun h0 a) i⟩
  · intro h
    choose c hc using h
    have hC : Ψ = X * (Matrix.of fun b i => c i b) := by
      ext a i
      exact congrFun (hc i) a
    have h0 : (1 - proj X) * Ψ = 0 := by
      rw [hC, ← Matrix.mul_assoc, Matrix.sub_mul, Matrix.one_mul, (proj_spec hX).2.2, sub_self,
        Matrix.zero_mul]
    rw [h0]
    simp [normSqSum]
```

## Step 7: a larger span gives no larger spillage

Let $Y$ be an $m \times l$ matrix of full column rank, and let $X = YC$ for an $l \times k$ matrix $C$, so that the span of $X$ lies in the span of $Y$. Step 1 for $Y$ gives $P_Y X = P_Y Y C = YC = X$, hence
$$P_Y P_X = (P_Y X) S^{-1} X^\dagger = P_X ,$$
and the adjoint of this equation is $P_X P_Y = P_X$. The difference $P_Y - P_X$ is Hermitian, and
$$(P_Y - P_X)^2 = P_Y - P_X - P_X + P_X = P_Y - P_X .$$
Step 3 then gives $0 \le w(P_Y - P_X,\Psi) = w(P_Y,\Psi) - w(P_X,\Psi)$, where the equality is linearity of the trace. Multiplying by the non-negative factor $1/N$ and subtracting from $1$ gives $s(P_Y,\Psi) \le s(P_X,\Psi)$ for any $\Psi$, orthonormal or not. The lines `h1` to `h3` are the product relations, `dH` and `dI` the projector properties, and `h4` to `h8` the inequality.

```lean
/-- If every column of `X` is a combination of the columns of `Y` (`X = Y C`) and both have full
column rank, the spillage for `Y` is at most the spillage for `X`. -/
theorem spillage_le_of_span_le {X : Matrix m k ℂ} {Y : Matrix m l ℂ} {C : Matrix l k ℂ}
    (hX : FullColumnRank X) (hY : FullColumnRank Y) (hC : X = Y * C) (Ψ : Matrix m n ℂ) :
    spillage (proj Y) Ψ ≤ spillage (proj X) Ψ := by
  obtain ⟨xH, xI, -⟩ := proj_spec hX
  obtain ⟨yH, yI, yY⟩ := proj_spec hY
  have h1 : proj Y * X = X := by rw [hC, ← Matrix.mul_assoc, yY]
  have h2 : proj Y * proj X = proj X := by
    calc proj Y * proj X = proj Y * X * (Xᴴ * X)⁻¹ * Xᴴ := by
          simp only [proj, Matrix.mul_assoc]
      _ = proj X := by rw [h1, proj]
  have h3 : proj X * proj Y = proj X := by
    have := congrArg conjTranspose h2
    rwa [conjTranspose_mul, xH, yH] at this
  -- the difference of the nested projectors is a projector
  have dH : (proj Y - proj X)ᴴ = proj Y - proj X := by rw [conjTranspose_sub, xH, yH]
  have dI : (proj Y - proj X) * (proj Y - proj X) = proj Y - proj X := by
    rw [Matrix.sub_mul, Matrix.mul_sub, Matrix.mul_sub, yI, h2, h3, xI, sub_self, sub_zero]
  have h4 : weight (proj Y - proj X) Ψ = weight (proj Y) Ψ - weight (proj X) Ψ := by
    simp only [weight_eq_trace, Matrix.sub_mul, Matrix.mul_sub, trace_sub, Complex.sub_re]
  have h5 : 0 ≤ weight (proj Y - proj X) Ψ := by
    rw [weight_projector dH dI]
    exact Finset.sum_nonneg fun _ _ => Finset.sum_nonneg fun _ _ => Complex.normSq_nonneg _
  have h6 : weight (proj X) Ψ ≤ weight (proj Y) Ψ := by linarith
  have h7 : (0 : ℝ) ≤ 1 / (Fintype.card n : ℝ) := by positivity
  have h8 := mul_le_mul_of_nonneg_left h6 h7
  unfold spillage
  linarith
```

## The main theorem

Let $X$ have full column rank (`hX`), let the $N \ge 1$ states be orthonormal (`hΨ`), and let $P = P_X$. Then four statements hold. The spillage lies in the closed interval $[0,1]$. It is unchanged under $\Psi \to \Psi U$ for every unitary $U$. It is zero if and only if every $\psi_i$ equals $Xc$ for some $c$, which may depend on $i$. For every $m \times l$ matrix $Z$ such that the joined matrix $[X \,|\, Z]$, `fromCols X Z`, has full column rank, $s(P_{[X|Z]},\Psi) \le s(P_X,\Psi)$.

The lower bound is Step 4. The upper bound is Step 3 with $Q = P$, since $s = 1 - \|P\Psi\|_F^2/N \le 1$. The second and third statements are Steps 5 and 6. The fourth is Step 7 with $Y = [X \,|\, Z]$ and $C = \begin{pmatrix} 1 \\ 0 \end{pmatrix}$, written `fromRows` of a $k \times k$ identity and an $l \times k$ zero block, because $[X \,|\, Z]\, C = X \cdot 1 + Z \cdot 0 = X$.

The space is finite-dimensional and the metric is the identity, so states that are orthonormal with respect to a separate overlap operator are not treated. Occupation numbers and weighted averages over several wavevectors are absent. Orthonormality and full rank, including that of the enlarged basis, are exact hypotheses. The last inequality is not strict, and the theorem gives no estimate of how much an added function lowers the spillage.

```lean
/-- For orthonormal states and a full-column-rank basis `X`, the spillage lies in `[0, 1]`, is
invariant under unitary mixing of the states, vanishes iff all states lie in the span of `X`,
and does not grow when columns `Z` are added with `[X | Z]` of full column rank. -/
theorem spillage_properties [DecidableEq n] [Nonempty n] {X : Matrix m k ℂ} {Ψ : Matrix m n ℂ}
    (hX : FullColumnRank X) (hΨ : Ψᴴ * Ψ = 1) :
    spillage (proj X) Ψ ∈ Set.Icc (0 : ℝ) 1 ∧
    (∀ U ∈ unitaryGroup n ℂ, spillage (proj X) (Ψ * U) = spillage (proj X) Ψ) ∧
    (spillage (proj X) Ψ = 0 ↔ ∀ i, ∃ c : k → ℂ, state Ψ i = X *ᵥ c) ∧
    (∀ Z : Matrix m l ℂ, FullColumnRank (fromCols X Z) →
      spillage (proj (fromCols X Z)) Ψ ≤ spillage (proj X) Ψ) := by
  classical
  have hN : ∀ A : Matrix m n ℂ, 0 ≤ normSqSum A := fun A =>
    Finset.sum_nonneg fun _ _ => Finset.sum_nonneg fun _ _ => Complex.normSq_nonneg _
  refine ⟨⟨?_, ?_⟩, fun U hU => spillage_unitary _ _ hU, spillage_eq_zero_iff hX hΨ, ?_⟩
  · rw [spillage_eq_residual hX hΨ]
    exact div_nonneg (hN _) (Nat.cast_nonneg _)
  · rw [spillage, weight_projector (proj_spec hX).1 (proj_spec hX).2.1]
    exact sub_le_self _ (mul_nonneg (by positivity) (hN _))
  · intro Z hZ
    have hC : X = fromCols X Z * fromRows (1 : Matrix k k ℂ) (0 : Matrix l k ℂ) := by
      rw [fromCols_mul_fromRows, Matrix.mul_one, Matrix.mul_zero, add_zero]
    exact spillage_le_of_span_le hX hZ hC Ψ
```

## An example with spillage $3/4$

Take $\mathbb{C}^3$ with the single basis function $x = (1,1,0)$ and the states $\psi_0 = (1,0,0)$ and $\psi_1 = (0,0,1)$, numbered from zero as in Lean. The basis function is unnormalised, with $S = (2)$ and $S^{-1} = (1/2)$, which is `hG`. Then
$$P = \tfrac12\, x x^\dagger = \begin{pmatrix} 1/2 & 1/2 & 0 \\ 1/2 & 1/2 & 0 \\ 0 & 0 & 0 \end{pmatrix},$$
which is `hP` and equals $\hat{x}\hat{x}^\dagger$ for the normalised vector $\hat{x} = (1,1,0)/\sqrt2$. The expectation values are $\langle\psi_0,P\psi_0\rangle = 1/2$ and $\langle\psi_1,P\psi_1\rangle = 0$, so $w = 1/2$ and $s = 1 - \tfrac12\cdot\tfrac12 = \tfrac34$. The theorem states the full column rank of the basis, the orthonormality of the states and this value.

```lean
/-- The single basis function `(1, 1, 0)` has full column rank, the states `(1, 0, 0)` and
`(0, 0, 1)` are orthonormal, and their spillage is `3/4`. -/
theorem spillage_witness :
    FullColumnRank (!![1; 1; 0] : Matrix (Fin 3) (Fin 1) ℂ) ∧
    (!![1, 0; 0, 0; 0, 1] : Matrix (Fin 3) (Fin 2) ℂ)ᴴ *
      (!![1, 0; 0, 0; 0, 1] : Matrix (Fin 3) (Fin 2) ℂ) = (1 : Matrix (Fin 2) (Fin 2) ℂ) ∧
    spillage (proj (!![1; 1; 0] : Matrix (Fin 3) (Fin 1) ℂ))
      (!![1, 0; 0, 0; 0, 1] : Matrix (Fin 3) (Fin 2) ℂ) = 3 / 4 := by
  refine ⟨?_, ?_, ?_⟩
  · intro c h
    have h0 : c 0 = 0 := by simpa [Matrix.mulVec, dotProduct] using congrFun h 0
    funext i
    rw [Subsingleton.elim i 0]
    exact h0
  · ext i j
    fin_cases i <;> fin_cases j <;> simp [Matrix.mul_apply, Fin.sum_univ_succ]
  · have hG : ((!![1; 1; 0] : Matrix (Fin 3) (Fin 1) ℂ)ᴴ *
        (!![1; 1; 0] : Matrix (Fin 3) (Fin 1) ℂ))⁻¹ = !![1 / 2] := by
      apply inv_eq_right_inv
      ext i j
      fin_cases i
      fin_cases j
      simp [Matrix.mul_apply, Fin.sum_univ_succ]
      norm_num
    have hP : proj (!![1; 1; 0] : Matrix (Fin 3) (Fin 1) ℂ) =
        !![1 / 2, 1 / 2, 0; 1 / 2, 1 / 2, 0; 0, 0, 0] := by
      rw [proj, hG]
      ext i j
      fin_cases i <;> fin_cases j <;> simp [Matrix.mul_apply]
    rw [hP]
    simp [spillage, weight, state, dotProduct, Matrix.mulVec, Fin.sum_univ_succ] <;> norm_num

end

end Spillage
```

```lean
#print axioms Spillage.spillage_properties
-- 'Spillage.spillage_properties' depends on axioms: [propext, Classical.choice, Quot.sound]
```
